# An even ring of four or more oscillators with on-site stiffness w² and nearest-neighbour coupling c ≥ 0 is stable exactly when 2c < w²

Put N identical oscillators on a ring, with N even and at least 4. Let the stiffness matrix K have w² on the diagonal, c ≥ 0 between nearest neighbours and zero elsewhere, with w and c real. Then

K is positive definite if and only if 2c < w².

The Fourier mode with phase 2πk/N per site, k an integer, is an eigenvector of K with eigenvalue

λₖ = w² + 2c cos(2πk/N).

Displacements are mass-weighted, and |w| is the angular frequency of an isolated oscillator. The constant c stands for the interaction between neighbouring displacements, for example between parallel induced dipoles that point out of the plane of the ring. It is an input of the model.

## A negative eigenvalue of K gives an imaginary frequency

A code that treats polarisable sites as coupled oscillators can diagonalise a matrix like K and take square roots of its eigenvalues to get mode frequencies. A negative eigenvalue gives an imaginary frequency, and a Cholesky factorisation of K breaks down. In dispersion and polarisation models this is the polarisation catastrophe. The ring shows it in a harmonic model with nearest-neighbour coupling only, where the threshold is known in closed form and can be compared with a program's output.

The size of the ring matters when such a comparison is set up. At N = 2 the left and right neighbours are the same site. A routine that assigns the entry stores c there, while a routine that adds one contribution per neighbour stores 2c. From N = 3 on, the two agree.

## From the force on one site to the stability threshold

Number the sites 0, …, N − 1, with indices taken modulo N, and let xⱼ be the displacement at site j. The force on site i is −(Kx)ᵢ. For N ≥ 3 the sites i, i + 1 and i − 1 are distinct, so row i of K gives

(Kx)ᵢ = w² xᵢ + c (xᵢ₊₁ + xᵢ₋₁).

**Spectrum.** Take xⱼ = zʲ for j = 0, …, N − 1, with zᴺ = 1. Then xⱼ₊₁ = z xⱼ at every site. At the closing step, from j = N − 1 to 0, this reads 1 = z · zᴺ⁻¹, which is the condition zᴺ = 1. Stepping backwards gives xⱼ₋₁ = xⱼ/z. Hence

(Kx)ᵢ = [w² + c (z + 1/z)] xᵢ.

With I the imaginary unit and z = exp(2πI k/N), the sum z + 1/z equals 2 cos(2πk/N), which gives λₖ. The vector has squared norm N, so the normalised mode has amplitudes zʲ/√N.

**Energy.** Write S = Σⱼ xⱼ² and P = Σⱼ xⱼ xⱼ₊₁ for real displacements. Relabelling the sites by one step shows that Σⱼ xⱼ xⱼ₋₁ is also P, so twice the potential energy is

xᵀKx = w² S + 2cP.

The same relabelling gives

Σⱼ (xⱼ + xⱼ₊₁)² = 2S + 2P.

Eliminating P,

xᵀKx = (w² − 2c) S + c Σⱼ (xⱼ + xⱼ₊₁)².

**Threshold.** Suppose 2c < w² and x ≠ 0. Then S > 0, so the first term is positive. The second is non-negative because c ≥ 0, and K is positive definite.

Conversely, suppose K is positive definite. Since N is even, the alternating pattern xⱼ = (−1)ʲ closes on the ring, and every neighbour sum xⱼ + xⱼ₊₁ vanishes. What remains is

xᵀKx = N (w² − 2c),

or w² − 2c for the normalised pattern. This must be positive, so 2c < w².

## Three sites frustrate the alternating pattern

Evenness is needed for the converse. Take N = 3, w = 1 and c = 0.6. Then 2c = 1.2 exceeds w² = 1, yet the eigenvalues are 2.2, 0.4 and 0.4, all positive. On a square with the same constants, the alternating mode has eigenvalue −0.2.

The triangle cannot alternate in sign all the way round. Twice its potential energy can be regrouped as

xᵀKx = (w² − c) S + c (x₀ + x₁ + x₂)²,

so for c ≥ 0 the weaker condition c < w² already suffices.

## Negative coupling softens the uniform mode

The sign of c matters as well. With w = 1 and c = −0.6 the inequality 2c < w² holds, but the uniform displacement has eigenvalue w² + 2c = −0.2. For c ≤ 0 the same argument works with neighbour differences:

xᵀKx = (w² + 2c) S − c Σⱼ (xⱼ − xⱼ₊₁)².

The uniform pattern removes the second sum for every N ≥ 3, odd or even. The ring is then stable exactly when −2c < w², a companion criterion derived here by hand and absent from the Lean code below.

## The Lean source

```lean
import Mathlib

open Matrix

namespace OscillatorRingStability

/-- Stiffness matrix of a ring of `N` coupled oscillators: `w ^ 2` on the diagonal, `c` between
nearest neighbours, and zero otherwise. -/
def ringStiffness {R : Type*} [CommRing R] (N : ℕ) (w c : R) : Matrix (ZMod N) (ZMod N) R :=
  Matrix.of fun i j => if j = i then w ^ 2 else if j = i + 1 ∨ j = i - 1 then c else 0

/-- Displacement pattern whose amplitude at site `j = 0, ..., N - 1` is `z ^ j`. -/
def planeWave {R : Type*} [CommRing R] (N : ℕ) (z : R) : ZMod N → R :=
  fun j => z ^ j.val

/-- On a ring of at least three sites, entry `i` of `K x`, which is minus the force on oscillator
`i`, is `w ^ 2` times its own displacement plus `c` times the sum of its neighbours' displacements.
-/
theorem ringStiffness_mulVec {R : Type*} [CommRing R] {N : ℕ} [NeZero N] (hN : 3 ≤ N)
    (w c : R) (x : ZMod N → R) (i : ZMod N) :
    (ringStiffness N w c *ᵥ x) i = w ^ 2 * x i + c * (x (i + 1) + x (i - 1)) := by
  -- the site and its two neighbours are distinct
  have h1 : (1 : ZMod N) ≠ 0 := by
    intro h
    have h' : ((1 : ℕ) : ZMod N) = 0 := by exact_mod_cast h
    have := Nat.le_of_dvd (by norm_num) ((CharP.cast_eq_zero_iff (ZMod N) N 1).1 h')
    omega
  have h2 : (2 : ZMod N) ≠ 0 := by
    intro h
    have h' : ((2 : ℕ) : ZMod N) = 0 := by exact_mod_cast h
    have := Nat.le_of_dvd (by norm_num) ((CharP.cast_eq_zero_iff (ZMod N) N 2).1 h')
    omega
  have e1 : i ≠ i + 1 := fun h => h1 (by linear_combination -h)
  have e2 : i ≠ i - 1 := fun h => h1 (by linear_combination h)
  have e3 : i + 1 ≠ i - 1 := fun h => h2 (by linear_combination h)
  have key : ∀ j, ringStiffness N w c i j * x j = (if j = i then w ^ 2 * x j else 0)
      + (if j = i + 1 then c * x j else 0) + (if j = i - 1 then c * x j else 0) := by
    intro j
    simp only [ringStiffness, Matrix.of_apply]
    by_cases a : j = i
    · rw [a]
      simp only [e1, e2, if_true, if_false, add_zero]
    by_cases b : j = i + 1
    · rw [b]
      simp only [e1.symm, e3, if_true, if_false, true_or, add_zero, zero_add]
    by_cases d : j = i - 1
    · rw [d]
      simp only [e2.symm, e3.symm, if_true, if_false, or_true, add_zero, zero_add]
    simp only [a, b, d, if_false, or_self, zero_mul, add_zero]
  simp only [Matrix.mulVec, dotProduct]
  rw [Finset.sum_congr rfl (fun j _ => key j)]
  simp only [Finset.sum_add_distrib, Finset.sum_ite_eq', Finset.mem_univ, if_true]
  ring

/-- If `z ^ N = 1`, the amplitude `z ^ j` picks up a factor `z` at every step around the ring,
including the step that closes it. -/
theorem planeWave_succ {R : Type*} [CommRing R] {N : ℕ} [NeZero N] {z : R} (hz : z ^ N = 1)
    (j : ZMod N) : planeWave N z (j + 1) = planeWave N z j * z := by
  simp only [planeWave]
  rw [ZMod.val_add, ZMod.val_one_eq_one_mod, Nat.add_mod_mod, ← pow_succ]
  exact (pow_eq_pow_mod _ hz).symm

/-- On a ring of at least three sites, a plane wave with `z ^ N = 1` satisfies the eigenvalue
equation of the stiffness matrix with eigenvalue `w ^ 2 + c (z + 1 / z)`. -/
theorem planeWave_eigen {K : Type*} [Field K] {N : ℕ} [NeZero N] (hN : 3 ≤ N)
    (w c : K) {z : K} (hz : z ^ N = 1) :
    ringStiffness N w c *ᵥ planeWave N z = (w ^ 2 + c * (z + z⁻¹)) • planeWave N z := by
  have hz0 : z ≠ 0 := by
    rintro rfl
    rw [zero_pow (NeZero.ne N)] at hz
    exact zero_ne_one hz
  ext i
  have h2 := planeWave_succ hz (i - 1)
  rw [sub_add_cancel] at h2
  have h3 : planeWave N z (i - 1) = planeWave N z i * z⁻¹ := by
    rw [h2, mul_assoc, mul_inv_cancel₀ hz0, mul_one]
  rw [ringStiffness_mulVec hN, planeWave_succ hz, h3, Pi.smul_apply, smul_eq_mul]
  ring

/-- On a ring of at least three sites, the Fourier mode with phase `2 π k / N` per site satisfies
the eigenvalue equation with eigenvalue `w ^ 2 + 2 c cos (2 π k / N)`. -/
theorem fourier_eigen {N : ℕ} [NeZero N] (hN : 3 ≤ N) (w c : ℝ) (k : ℤ) :
    ringStiffness N (w : ℂ) (c : ℂ) *ᵥ
        planeWave N (Complex.exp ((2 * Real.pi * k / N : ℝ) * Complex.I)) =
      ((w ^ 2 + 2 * c * Real.cos (2 * Real.pi * k / N) : ℝ) : ℂ) •
        planeWave N (Complex.exp ((2 * Real.pi * k / N : ℝ) * Complex.I)) := by
  have hN0 : (N : ℂ) ≠ 0 := Nat.cast_ne_zero.2 (NeZero.ne N)
  have hz : Complex.exp ((2 * Real.pi * k / N : ℝ) * Complex.I) ^ N = 1 := by
    rw [← Complex.exp_nat_mul]
    refine Complex.exp_eq_one_iff.2 ⟨k, ?_⟩
    push_cast
    field_simp
  -- the two neighbours contribute opposite phases, which add up to a cosine
  have hcos : ∀ t : ℝ, Complex.exp (t * Complex.I) + (Complex.exp (t * Complex.I))⁻¹
      = 2 * ((Real.cos t : ℝ) : ℂ) := by
    intro t
    rw [Complex.ofReal_cos, Complex.cos, ← Complex.exp_neg, neg_mul]
    ring
  rw [planeWave_eigen hN _ _ hz, hcos]
  congr 1
  rw [Complex.ofReal_add, Complex.ofReal_mul, Complex.ofReal_mul, Complex.ofReal_pow,
    Complex.ofReal_ofNat]
  ring

/-- On a ring of at least three sites, twice the potential energy is `w ^ 2 - 2 c` times the sum
of squared displacements plus `c` times the sum of squared neighbour sums. -/
theorem energy_eq {N : ℕ} [NeZero N] (hN : 3 ≤ N) (w c : ℝ) (x : ZMod N → ℝ) :
    x ⬝ᵥ (ringStiffness N w c *ᵥ x) =
      (w ^ 2 - 2 * c) * ∑ j, x j ^ 2 + c * ∑ j, (x j + x (j + 1)) ^ 2 := by
  -- relabelling the sites by one step leaves sums over the ring unchanged
  have h1 : ∑ j, x (j + 1) ^ 2 = ∑ j, x j ^ 2 :=
    Equiv.sum_comp (Equiv.addRight (1 : ZMod N)) (fun j => x j ^ 2)
  have h2 : ∑ j, x (j + 1) * x j = ∑ j, x j * x (j - 1) := by
    have := Equiv.sum_comp (Equiv.addRight (1 : ZMod N)) (fun j => x j * x (j - 1))
    simpa only [Equiv.coe_addRight, add_sub_cancel_right] using this
  have hL : x ⬝ᵥ (ringStiffness N w c *ᵥ x) = w ^ 2 * ∑ j, x j ^ 2
      + c * ∑ j, x (j + 1) * x j + c * ∑ j, x j * x (j - 1) := by
    simp only [dotProduct, ringStiffness_mulVec hN, Finset.mul_sum, ← Finset.sum_add_distrib]
    exact Finset.sum_congr rfl fun j _ => by ring
  have hR : ∑ j, (x j + x (j + 1)) ^ 2 = ∑ j, x j ^ 2
      + 2 * ∑ j, x (j + 1) * x j + ∑ j, x (j + 1) ^ 2 := by
    simp only [Finset.mul_sum, ← Finset.sum_add_distrib]
    exact Finset.sum_congr rfl fun j _ => by ring
  rw [hL, hR, h1, ← h2]
  ring

/-- The real stiffness matrix is symmetric: neighbours act on each other equally. -/
theorem ringStiffness_isHermitian (N : ℕ) (w c : ℝ) : (ringStiffness N w c).IsHermitian := by
  refine Matrix.IsHermitian.ext fun i j => ?_
  have h : (i = j + 1 ∨ i = j - 1) ↔ (j = i + 1 ∨ j = i - 1) := by
    constructor <;> rintro (h | h) <;> simp [h]
  simp only [ringStiffness, Matrix.of_apply, star_trivial]
  exact if_congr eq_comm rfl (if_congr h rfl rfl)

/-- A displacement pattern that is not identically zero has a positive sum of squares. -/
theorem sum_sq_pos {N : ℕ} [NeZero N] {x : ZMod N → ℝ} (hx : x ≠ 0) : 0 < ∑ j, x j ^ 2 := by
  obtain ⟨k, hk⟩ := Function.ne_iff.1 hx
  have hk' : x k ≠ 0 := hk
  exact Finset.sum_pos' (fun j _ => sq_nonneg _) ⟨k, Finset.mem_univ k, by positivity⟩

/-- For an even number `N ≥ 4` of oscillators with coupling `c ≥ 0`, the stiffness matrix of the
ring is positive definite if and only if `2 c < w ^ 2`. -/
theorem posDef_iff {N : ℕ} [NeZero N] (hN : 4 ≤ N) (heven : Even N) (w : ℝ) {c : ℝ}
    (hc : 0 ≤ c) : (ringStiffness N w c).PosDef ↔ 2 * c < w ^ 2 := by
  have hN3 : 3 ≤ N := by omega
  rw [Matrix.posDef_iff_dotProduct_mulVec]
  constructor
  · rintro ⟨-, h⟩
    -- test the energy on the alternating pattern, which closes because N is even
    have hne : planeWave N (-1 : ℝ) ≠ 0 := by
      intro h0
      have := congrFun h0 0
      simp [planeWave] at this
    have hp := h hne
    have hzero : ∑ j, (planeWave N (-1 : ℝ) j + planeWave N (-1 : ℝ) (j + 1)) ^ 2 = 0 :=
      Finset.sum_eq_zero fun j _ => by
        rw [planeWave_succ heven.neg_one_pow]
        ring
    rw [star_trivial, energy_eq hN3, hzero, mul_zero, add_zero] at hp
    have := pos_of_mul_pos_left hp (sum_sq_pos hne).le
    linarith
  · intro h
    refine ⟨ringStiffness_isHermitian N w c, ?_⟩
    intro x hx
    rw [star_trivial, energy_eq hN3]
    exact add_pos_of_pos_of_nonneg (mul_pos (sub_pos.2 h) (sum_sq_pos hx))
      (mul_nonneg hc (Finset.sum_nonneg fun j _ => sq_nonneg _))

/-- For three oscillators with coupling `c ≥ 0`, the condition `c < w ^ 2` is enough for the
stiffness matrix to be positive definite. -/
theorem triangle_posDef {w c : ℝ} (hc : 0 ≤ c) (h : c < w ^ 2) :
    (ringStiffness 3 w c).PosDef := by
  rw [Matrix.posDef_iff_dotProduct_mulVec]
  refine ⟨ringStiffness_isHermitian 3 w c, ?_⟩
  intro x hx
  have sum3 : ∀ f : ZMod 3 → ℝ, ∑ j, f j = f 0 + f 1 + f 2 := fun f => Fin.sum_univ_three f
  have e1 : (1 + 1 : ZMod 3) = 2 := by decide
  have e2 : (2 + 1 : ZMod 3) = 0 := by decide
  have hS := sum_sq_pos hx
  rw [sum3] at hS
  rw [star_trivial, energy_eq le_rfl, sum3, sum3, zero_add, e1, e2]
  -- twice the energy is (w² - c) Σ x² + c (Σ x)²
  nlinarith [mul_pos (sub_pos.2 h) hS, mul_nonneg hc (sq_nonneg (x 0 + x 1 + x 2))]

end OscillatorRingStability
```

```lean
#print axioms OscillatorRingStability.ringStiffness_mulVec
#print axioms OscillatorRingStability.fourier_eigen
#print axioms OscillatorRingStability.posDef_iff
#print axioms OscillatorRingStability.triangle_posDef
```

```
'OscillatorRingStability.ringStiffness_mulVec' depends on axioms: [propext, Classical.choice, Quot.sound]
'OscillatorRingStability.fourier_eigen' depends on axioms: [propext, Classical.choice, Quot.sound]
'OscillatorRingStability.posDef_iff' depends on axioms: [propext, Classical.choice, Quot.sound]
'OscillatorRingStability.triangle_posDef' depends on axioms: [propext, Classical.choice, Quot.sound]
```

## What the Lean statements say about the ring

The sites are the elements of `ZMod N`, whose addition is modular, so `i + 1` and `i - 1` are the neighbours with periodic closure. `ringStiffness N w c` is K. Its entries may lie in any commutative ring, so one definition serves real displacements and complex waves. `planeWave N z` is the unnormalised pattern with amplitude zʲ at site j.

`posDef_iff` is the stability criterion. Its hypotheses `4 ≤ N`, `Even N` and `0 ≤ c` are those of the opening claim, and w may be any real number. For a real matrix, `PosDef` means that K is symmetric and that xᵀKx > 0 for every non-zero x.

`fourier_eigen` is the eigenvalue equation with the cosine eigenvalue λₖ. The mode is non-zero because its amplitude at site 0 is 1. The theorem needs only `3 ≤ N`, and it holds for either parity, either sign of c and every integer k. `energy_eq` is the energy identity under the same size condition, and `triangle_posDef` is the sufficient condition c < w² for three sites.

## How the lemmas carry the argument

`ringStiffness_mulVec` computes (Kx)ᵢ, which is minus the force on site i. It first shows that 1 and 2 are non-zero modulo N, which makes the site and its two neighbours distinct. The step `key` then splits each product in the row into three terms, each supported on one site, and the sum over the row collapses to the formula for (Kx)ᵢ.

`planeWave_succ` is the step xⱼ₊₁ = z xⱼ. The exponent at the next site is reduced modulo N, and `pow_eq_pow_mod` removes the reduction because zᴺ = 1. `planeWave_eigen` applies this step at i and at i − 1 to obtain both neighbours. In its statement the letter K names the field of scalars, not the stiffness matrix. `fourier_eigen` checks that the exponential is an N-th root of unity and, in `hcos`, turns the two opposite phases into a cosine.

In `energy_eq`, `Equiv.sum_comp` performs the relabelling by one site. The facts `hL` and `hR` expand the two sides, and `ring` finishes the elimination of P.

`posDef_iff` follows the two directions above. For necessity it evaluates the energy on `planeWave N (-1 : ℝ)`. Evenness enters through `heven.neg_one_pow`, which supplies (−1)ᴺ = 1, and `hzero` records that the neighbour sums vanish. For sufficiency it combines the symmetry lemma `ringStiffness_isHermitian` with `sum_sq_pos`, which says that S > 0 for a non-zero displacement, and adds a positive and a non-negative term. In `triangle_posDef`, `nlinarith` receives the two terms of the regrouped energy and closes the goal.

## Where the guarantee ends

The criterion is settled for every even N ≥ 4 and every real c ≥ 0, including the boundary: at 2c = w² the alternating pattern costs no energy, and K is not positive definite.

`fourier_eigen` verifies each mode separately. It does not state that the modes form a basis or that the λₖ exhaust the spectrum. The stability criterion does not depend on this, since it rests on the energy identity.

The model has one displacement per site, identical oscillators and harmonic forces that reach only nearest neighbours. Dipole coupling in a molecule or crystal has a long range and depends on direction, so its threshold will in general differ from 2c = w². The theorems also concern real numbers, not floating-point ones: close to the threshold, rounding can change the sign of a computed eigenvalue, and a program's floating-point verdict there should be read with a tolerance.
